# Sphere quantization: for kR + δ(k) increasing in k and δ(0) = 0, the level excess averages to δ(K)/π over whole periods of the wall radius

Let \(\delta\) be continuous on \([0,K]\) with \(\delta(0)=0\), and let \(kR_0+\delta(k)\) be strictly increasing there, with \(K,R_0>0\). Put a hard wall at radius \(R\) and count the wave numbers \(k\in(0,K]\) with \(\sin(kR+\delta(k))=0\). Subtract the same count for \(\delta=0\). Averaged over \(R\) from \(R_0\) to \(R_0+m\pi/K\), for any whole \(m\ge1\), this excess is exactly \(\delta(K)/\pi\).

For non-interacting electrons and a single scatterer, this is the level counting behind Friedel sums and the single-site term of Lloyd's formula.

## Levels, excess and average

```lean
import Mathlib

open Real Set MeasureTheory

namespace SphereQuantization

noncomputable section
```

The file loads the Mathlib library and opens the namespaces that let it write `sin` and `π` directly.

```lean
/-- The wave numbers `k` in `(0, K]` whose phase-shifted wave `sin (k r + δ k)` has a node
at the wall `r = R`. -/
def levels (δ : ℝ → ℝ) (K R : ℝ) : Set ℝ :=
  {k | k ∈ Ioc 0 K ∧ sin (k * R + δ k) = 0}
```

Outside a scatterer of finite range, \(r\) times the s-wave radial wavefunction is proportional to \(\sin(kr+\delta(k))\), and the wall requires it to vanish at \(r=R\). `levels δ K R` is the set of wave numbers in \((0,K]\) that satisfy this condition. `Ioc 0 K` is the interval open at 0 and closed at \(K\).

The function \(\delta\) is given, not computed from a potential. For the physical reading, the wall must lie beyond the potential's range.

```lean
/-- The number of levels up to `K` with the scatterer minus the number without it, when both are
finite. -/
def excess (δ : ℝ → ℝ) (K R : ℝ) : ℝ :=
  ((levels δ K R).ncard : ℝ) - ((levels (fun _ => 0) K R).ncard : ℝ)
```

`ncard` is the number of elements of a set. It returns 0 for an infinite set, so the finiteness proved below matters. The free count uses the zero function, written `fun _ => 0`.

```lean
/-- The average of `F` over wall radii from `R₀` to `R₀ + L`, for `L ≠ 0` and `F` integrable there.
-/
def radiusAverage (F : ℝ → ℝ) (R₀ L : ℝ) : ℝ :=
  (∫ R in R₀..(R₀ + L), F R) / L
```

This is \(\frac1L\int_{R_0}^{R_0+L}F(R)\,dR\).

```lean
/-- The s-wave phase shift `-a k` of a hard sphere of radius `a`. -/
def hardSphere (a k : ℝ) : ℝ := -(a * k)
```

A hard sphere of radius \(a\) forces the wave to be \(\sin(k(r-a))\), hence \(\delta(k)=-ak\).

## One node for each multiple of π

```lean
/-- A continuous, strictly increasing phase `f` on `[a, b]` passes finitely many nodes of
`sin f` in `(a, b]`, one for each multiple of `π` in `(f a, f b]`. -/
theorem nodes_in_window {f : ℝ → ℝ} {a b : ℝ} (hab : a ≤ b)
    (hc : ContinuousOn f (Icc a b)) (hf : StrictMonoOn f (Icc a b)) :
    {k | k ∈ Ioc a b ∧ sin (f k) = 0}.Finite ∧
      ({k | k ∈ Ioc a b ∧ sin (f k) = 0}.ncard : ℤ) = ⌊f b / π⌋ - ⌊f a / π⌋ := by
  set S := {k | k ∈ Ioc a b ∧ sin (f k) = 0} with hS
  have ha : a ∈ Icc a b := ⟨le_rfl, hab⟩
  have hb : b ∈ Icc a b := ⟨hab, le_rfl⟩
  -- each node is labelled by the integer `f k / π`
  have hg : ∀ k ∈ S, (⌊f k / π⌋ : ℝ) * π = f k := by
    intro k hk
    obtain ⟨n, hn⟩ := Real.sin_eq_zero_iff.1 hk.2
    rw [← hn, mul_div_cancel_right₀ _ Real.pi_ne_zero, Int.floor_intCast]
  have hinj : InjOn (fun k => ⌊f k / π⌋) S := by
    intro x hx y hy hxy
    have hxy' : ⌊f x / π⌋ = ⌊f y / π⌋ := hxy
    apply hf.injOn (Ioc_subset_Icc_self hx.1) (Ioc_subset_Icc_self hy.1)
    rw [← hg x hx, ← hg y hy, hxy']
  -- every admissible integer occurs, by the intermediate value theorem
  have himg : (fun k => ⌊f k / π⌋) '' S =
      ((Finset.Ioc ⌊f a / π⌋ ⌊f b / π⌋ : Finset ℤ) : Set ℤ) := by
    ext n
    rw [Finset.mem_coe, Finset.mem_Ioc, Int.floor_lt, Int.le_floor,
      div_lt_iff₀ Real.pi_pos, le_div_iff₀ Real.pi_pos]
    constructor
    · rintro ⟨k, hk, rfl⟩
      have hkI := Ioc_subset_Icc_self hk.1
      have h1 := hf ha hkI hk.1.1
      have h2 := hf.monotoneOn hkI hb hk.1.2
      have h3 := hg k hk
      exact ⟨by linarith, by linarith⟩
    · rintro ⟨h1, h2⟩
      obtain ⟨k, hk, hkn⟩ := intermediate_value_Icc hab hc ⟨h1.le, h2⟩
      have hne : a ≠ k := by
        rintro rfl
        linarith
      refine ⟨k, ⟨⟨lt_of_le_of_ne hk.1 hne, hk.2⟩,
        Real.sin_eq_zero_iff.2 ⟨n, hkn.symm⟩⟩, ?_⟩
      show ⌊f k / π⌋ = n
      rw [hkn, mul_div_cancel_right₀ _ Real.pi_ne_zero, Int.floor_intCast]
  refine ⟨Set.Finite.of_finite_image (himg ▸ Finset.finite_toSet _) hinj, ?_⟩
  have hle : ⌊f a / π⌋ ≤ ⌊f b / π⌋ :=
    Int.floor_mono (div_le_div_of_nonneg_right (hf.monotoneOn ha hb hab) Real.pi_pos.le)
  rw [← Set.InjOn.ncard_image hinj, himg, Set.ncard_coe_finset, Int.card_Ioc,
    Int.toNat_of_nonneg (sub_nonneg.2 hle)]
```

In a Lean theorem, the hypotheses stand in brackets after the name, the conclusion follows the first colon outside all brackets, and the proof comes after `:= by`. Here \(f\) is continuous and strictly increasing on \([a,b]\). The conclusion is that the nodes of \(\sin f\) in \((a,b]\) are finite in number, and that there are \(\lfloor f(b)/\pi\rfloor-\lfloor f(a)/\pi\rfloor\) of them.

By hand, \(\sin f(k)=0\) means \(f(k)=n\pi\) for an integer \(n\). If \(a<k\le b\), monotonicity gives \(f(a)<n\pi\le f(b)\). Conversely, for each such \(n\) the intermediate value theorem supplies a \(k\in[a,b]\) with \(f(k)=n\pi\). It is not \(a\), because \(f(a)<n\pi\), and it is unique, because \(f\) is strictly increasing. The nodes therefore correspond one-to-one to the integers in \((f(a)/\pi,\,f(b)/\pi]\).

The proof labels each node by \(\lfloor f(k)/\pi\rfloor\). `hg` recovers the phase from the label, `hinj` shows that different nodes have different labels, and `himg` shows that the labels are exactly the integers in that range.

```lean
/-- If `δ` is continuous on `[0, K]`, `δ 0 = 0`, and `k R₀ + δ k` is strictly increasing there,
with `K, R₀ > 0`, then for `R ≥ R₀` the excess is a difference of two integer parts. -/
theorem excess_eq_floor {δ : ℝ → ℝ} {K R₀ R : ℝ} (hK : 0 < K) (hR₀ : 0 < R₀)
    (hc : ContinuousOn δ (Icc 0 K)) (h0 : δ 0 = 0)
    (hm : StrictMonoOn (fun k => k * R₀ + δ k) (Icc 0 K)) (hR : R₀ ≤ R) :
    excess δ K R = (⌊(K * R + δ K) / π⌋ : ℝ) - (⌊(K * R + 0) / π⌋ : ℝ) := by
  -- monotonicity at `R₀` is inherited by every larger radius
  have hmR : StrictMonoOn (fun k => k * R + δ k) (Icc 0 K) := by
    intro x hx y hy hxy
    have h : x * R₀ + δ x < y * R₀ + δ y := hm hx hy hxy
    have h' := mul_le_mul_of_nonneg_right hxy.le (sub_nonneg.2 hR)
    show x * R + δ x < y * R + δ y
    nlinarith
  have hfree : StrictMonoOn (fun k : ℝ => k * R + 0) (Icc 0 K) := by
    intro x _ y _ hxy
    have h := mul_lt_mul_of_pos_right hxy (hR₀.trans_le hR)
    show x * R + 0 < y * R + 0
    linarith
  have h1 : ((levels δ K R).ncard : ℤ) =
      ⌊(K * R + δ K) / π⌋ - ⌊(0 * R + δ 0) / π⌋ :=
    (nodes_in_window hK.le (by fun_prop) hmR).2
  have h2 : ((levels (fun _ => 0) K R).ncard : ℤ) =
      ⌊(K * R + 0) / π⌋ - ⌊((0 : ℝ) * R + 0) / π⌋ :=
    (nodes_in_window hK.le (by fun_prop) hfree).2
  have hz : ⌊((0 : ℝ) * R + 0) / π⌋ = 0 := by simp
  rw [h0, hz, sub_zero] at h1
  rw [hz, sub_zero] at h2
  unfold excess
  rw [← h1, ← h2, Int.cast_natCast, Int.cast_natCast]
```

Monotonicity is assumed only at \(R_0\). For \(x<y\) and \(R\ge R_0\),
\[
\begin{aligned}
(yR+\delta(y))-(xR+\delta(x))={}&\big[(yR_0+\delta(y))-(xR_0+\delta(x))\big]\\
&+(y-x)(R-R_0)>0 ,
\end{aligned}
\]
so it holds for every larger radius; this is `hmR`. Physically, the phase shift may fall with \(k\), but not so fast that it cancels the growth of \(kR_0\).

Now apply the node count on \([0,K]\). The phase at \(k=0\) is zero, so the count with the scatterer is \(\lfloor(KR+\delta(K))/\pi\rfloor\) and the free count is \(\lfloor KR/\pi\rfloor\). These are `h1` and `h2`, and their difference is the excess. The condition \(\delta(0)=0\) fixes the branch of the phase shift. It also excludes a zero-energy s-wave resonance, for which \(\delta(0)\) is an odd multiple of \(\pi/2\). Bound states, which have no real positive \(k\), are not counted.

## Fractional parts cancel over whole periods

```lean
/-- For `K > 0` the integer part of `(K R + d) / π` is integrable over any range of radii. -/
theorem floor_integrable {K : ℝ} (hK : 0 < K) (d a b : ℝ) :
    IntervalIntegrable (fun R => (⌊(K * R + d) / π⌋ : ℝ)) volume a b := by
  apply Monotone.intervalIntegrable
  intro x y hxy
  have h : (K * x + d) / π ≤ (K * y + d) / π := by gcongr
  exact Int.cast_le.2 (Int.floor_mono h)
```

As a function of \(R\), \(\lfloor(KR+d)/\pi\rfloor\) is a rising staircase, and a monotone function is integrable on a bounded interval.

```lean
/-- Over `m` whole periods `π / K` of the radius, with `K > 0`, the integral of the fractional
part of `(K R + d) / π` does not depend on the phase `d`. -/
theorem integral_fract_shift {K : ℝ} (hK : 0 < K) (d R₀ : ℝ) (m : ℕ) :
    ∫ R in R₀..(R₀ + m * (π / K)), Int.fract ((K * R + d) / π) =
      ∫ R in R₀..(R₀ + m * (π / K)), Int.fract ((K * R + 0) / π) := by
  have hp : Function.Periodic (fun R => Int.fract ((K * R + 0) / π)) (m * (π / K)) := by
    intro R
    have h : (K * (R + m * (π / K)) + 0) / π = (K * R + 0) / π + (m : ℝ) := by
      field_simp
      ring
    show Int.fract ((K * (R + m * (π / K)) + 0) / π) = Int.fract ((K * R + 0) / π)
    rw [h, Int.fract_add_natCast]
  -- the phase `d` is a translation of the radius by `d / K`
  have hs : ∀ R, (K * R + d) / π = (K * (R + d / K) + 0) / π := by
    intro R
    have h : K * (d / K) = d := mul_div_cancel₀ d hK.ne'
    rw [mul_add, h, add_zero]
  simp_rw [hs]
  rw [intervalIntegral.integral_comp_add_right (fun R => Int.fract ((K * R + 0) / π)) (d / K),
    add_right_comm]
  exact hp.intervalIntegral_add_eq _ _
```

Write \(\{x\}=x-\lfloor x\rfloor\) for the fractional part, `Int.fract` in Lean, and set \(\varphi(R)=\{KR/\pi\}\). Increasing \(R\) by \(\pi/K\) adds 1 to \(KR/\pi\), so \(\varphi\) has period \(\pi/K\), and \(L=m\pi/K\) is also a period. The phase \(d\) merely translates the radius: \(\{(KR+d)/\pi\}=\varphi(R+d/K)\). Hence
\[
\int_{R_0}^{R_0+L}\varphi(R+d/K)\,dR=\int_{R_0+d/K}^{R_0+d/K+L}\varphi(R)\,dR=\int_{R_0}^{R_0+L}\varphi(R)\,dR .
\]
In the proof, `hp` is the periodicity and `hs` the translation. The last two commands change the variable and shift the window.

```lean
/-- Under the hypotheses of `excess_eq_floor`, the excess is integrable over radii from `R₀`
to any `b ≥ R₀`. -/
theorem excess_integrable {δ : ℝ → ℝ} {K R₀ b : ℝ} (hK : 0 < K) (hR₀ : 0 < R₀)
    (hc : ContinuousOn δ (Icc 0 K)) (h0 : δ 0 = 0)
    (hm : StrictMonoOn (fun k => k * R₀ + δ k) (Icc 0 K)) (hb : R₀ ≤ b) :
    IntervalIntegrable (excess δ K) volume R₀ b := by
  have h := (floor_integrable hK (δ K) R₀ b).sub (floor_integrable hK 0 R₀ b)
  rw [intervalIntegrable_iff] at h ⊢
  refine h.congr_fun (fun R hR => ?_) measurableSet_uIoc
  rw [uIoc_of_le hb] at hR
  exact (excess_eq_floor hK hR₀ hc h0 hm hR.1.le).symm
```

From \(R_0\) outwards the excess equals a difference of two integrable staircases, so it is integrable too.

```lean
/-- Let `δ` be continuous on `[0, K]` with `δ 0 = 0`, and `k R₀ + δ k` strictly increasing there,
with `K, R₀ > 0`. Averaged over `m ≥ 1` whole periods `π / K` of the radius from `R₀` on, the
excess number of levels is exactly `δ K / π`. -/
theorem mean_excess {δ : ℝ → ℝ} {K R₀ : ℝ} (hK : 0 < K) (hR₀ : 0 < R₀)
    (hc : ContinuousOn δ (Icc 0 K)) (h0 : δ 0 = 0)
    (hm : StrictMonoOn (fun k => k * R₀ + δ k) (Icc 0 K)) {m : ℕ} (hpos : 0 < m) :
    radiusAverage (excess δ K) R₀ (m * (π / K)) = δ K / π := by
  have hL : 0 < (m : ℝ) * (π / K) := by positivity
  have hfr : ∀ d, IntervalIntegrable (fun R => Int.fract ((K * R + d) / π)) volume
      R₀ (R₀ + m * (π / K)) := by
    intro d
    have hlin : Continuous (fun R : ℝ => (K * R + d) / π) := by fun_prop
    exact (hlin.intervalIntegrable _ _).sub (floor_integrable hK d _ _)
  have hdiff : IntervalIntegrable (fun R => Int.fract ((K * R + δ K) / π) -
      Int.fract ((K * R + 0) / π)) volume R₀ (R₀ + m * (π / K)) := (hfr _).sub (hfr _)
  -- integer part = argument minus fractional part
  have hcongr : EqOn (excess δ K) (fun R => δ K / π - (Int.fract ((K * R + δ K) / π) -
      Int.fract ((K * R + 0) / π))) (uIcc R₀ (R₀ + m * (π / K))) := by
    intro R hR
    rw [uIcc_of_le (by linarith)] at hR
    rw [excess_eq_floor hK hR₀ hc h0 hm hR.1]
    simp only [Int.fract]
    ring
  unfold radiusAverage
  rw [intervalIntegral.integral_congr hcongr,
    intervalIntegral.integral_sub intervalIntegrable_const hdiff,
    intervalIntegral.integral_sub (hfr _) (hfr _), integral_fract_shift hK (δ K) R₀ m,
    sub_self, sub_zero, intervalIntegral.integral_const, smul_eq_mul, add_sub_cancel_left,
    mul_div_cancel_left₀ _ hL.ne']
```

This is the result stated at the start. Replacing each floor by its argument minus its fractional part gives
\[
\text{excess}(R)=\frac{\delta(K)}{\pi}-\left(\left\{\frac{KR+\delta(K)}{\pi}\right\}-\left\{\frac{KR}{\pi}\right\}\right).
\]
Integrate over \(L=m\pi/K\). The two fractional parts have equal integrals by `integral_fract_shift`, which leaves \(L\,\delta(K)/\pi\). Dividing by \(L\) gives \(\delta(K)/\pi\).

`hcongr` is the displayed identity on the integration range. The final `rw`, a chain of rewritings, splits the integral, cancels the fractional parts and divides by the length.

## Several channels

```lean
/-- Friedel sum: for finitely many channels `c` with degeneracies `g c`, each satisfying the
hypotheses of `mean_excess`, the total excess averaged over `m ≥ 1` whole periods `π / K` of the
radius from `R₀` on is the sum of `g c * δ c K`, divided by `π`. -/
theorem friedel_sum {ι : Type*} [Fintype ι] (g : ι → ℕ) {δ : ι → ℝ → ℝ} {K R₀ : ℝ}
    (hK : 0 < K) (hR₀ : 0 < R₀) (hc : ∀ c, ContinuousOn (δ c) (Icc 0 K))
    (h0 : ∀ c, δ c 0 = 0)
    (hm : ∀ c, StrictMonoOn (fun k => k * R₀ + δ c k) (Icc 0 K)) {m : ℕ} (hpos : 0 < m) :
    radiusAverage (fun R => ∑ c, (g c : ℝ) * excess (δ c) K R) R₀ (m * (π / K)) =
      (∑ c, (g c : ℝ) * δ c K) / π := by
  have hL : 0 < (m : ℝ) * (π / K) := by positivity
  unfold radiusAverage
  rw [intervalIntegral.integral_finsetSum (fun c _ =>
    (excess_integrable hK hR₀ (hc c) (h0 c) (hm c) (by linarith)).const_mul (g c : ℝ)),
    Finset.sum_div, Finset.sum_div]
  refine Finset.sum_congr rfl fun c _ => ?_
  have h := mean_excess hK hR₀ (hc c) (h0 c) (hm c) hpos
  unfold radiusAverage at h
  rw [intervalIntegral.integral_const_mul, mul_div_assoc, h, mul_div_assoc]
```

For finitely many channels \(c\) with whole-number degeneracies \(g_c\), the mean total excess is
\[
\frac1\pi\sum_c g_c\,\delta_c(K).
\]
The integral of the sum is the sum of the integrals, and each term is given by `mean_excess`.

With \(K\) as the Fermi wave number and spin included in \(g_c\), this is the mean number of extra electrons in the filled levels with \(k>0\). Electrons in bound states come on top of it, because the count with \(\delta_c(0)=0\) leaves them out. Friedel's condition in a metal sets the total, bound electrons included, equal to the charge to be screened, in units of the elementary charge; that is a requirement of neutrality, and no hypothesis here imposes it. Every channel uses the same wall condition \(\sin(kR+\delta_c(k))=0\), so the centrifugal phase \(-\ell\pi/2\) and the full spherical Bessel functions of higher partial waves are left out.

## The hard sphere, over one period and a quarter of one

```lean
/-- For a wall radius `R₀ > a` the hard-sphere phase `k R₀ - a k` is strictly increasing. -/
theorem hardSphere_strictMono {a R₀ : ℝ} (h : a < R₀) (K : ℝ) :
    StrictMonoOn (fun k => k * R₀ + hardSphere a k) (Icc 0 K) := by
  intro x _ y _ hxy
  have h' := mul_lt_mul_of_pos_right hxy (sub_pos.2 h)
  show x * R₀ + -(a * x) < y * R₀ + -(a * y)
  nlinarith
```

The phase is \(kR_0-ak=k(R_0-a)\), which increases strictly when the wall lies outside the sphere, \(R_0>a\).

```lean
/-- A hard sphere of radius `a > 0` inside a wall of radius at least `R₀ > a` changes the number of
s-wave levels up to `K > 0` by `-a K / π`, averaged over one period `π / K` of the radius. -/
theorem hardSphere_mean_excess {a K R₀ : ℝ} (ha : 0 < a) (haR : a < R₀) (hK : 0 < K) :
    radiusAverage (excess (hardSphere a) K) R₀ (π / K) = -(a * K) / π := by
  have hc : ContinuousOn (hardSphere a) (Icc 0 K) := by
    unfold hardSphere
    fun_prop
  have h := mean_excess hK (ha.trans haR) hc (by simp [hardSphere])
    (hardSphere_strictMono haR K) one_pos
  rw [Nat.cast_one, one_mul] at h
  exact h
```

The hypotheses of `mean_excess` therefore hold, and \(m=1\) gives a mean excess of \(-aK/\pi\) over one period. The sign is negative because the sphere shortens the radial interval open to the wave from \(R\) to \(R-a\), which pushes the levels up.

```lean
/-- Over part of a period the average can differ from `δ K / π`: for a hard sphere of radius `1/2`
and `K = π`, the average over the quarter period from `R = 1` to `R = 5/4` is `-1`, while `δ K / π`
is `-1/2`. -/
theorem quarter_period_fails :
    radiusAverage (excess (hardSphere (1 / 2)) π) 1 (1 / 4) = -1 ∧
      hardSphere (1 / 2) π / π = -1 / 2 := by
  have hπ := Real.pi_ne_zero
  have hc : ContinuousOn (hardSphere (1 / 2)) (Icc 0 π) := by
    unfold hardSphere
    fun_prop
  -- on this range the sphere always removes exactly one level
  have hcongr : EqOn (excess (hardSphere (1 / 2)) π) (fun _ => (-1 : ℝ))
      (uIcc 1 (1 + 1 / 4)) := by
    intro R hR
    rw [uIcc_of_le (by norm_num)] at hR
    obtain ⟨h1, h2⟩ := hR
    have e1 : (π * R + hardSphere (1 / 2) π) / π = R - 1 / 2 := by
      rw [div_eq_iff hπ]
      unfold hardSphere
      ring
    have e2 : (π * R + 0) / π = R := by
      rw [add_zero, mul_div_cancel_left₀ _ hπ]
    have f1 : ⌊R - 1 / 2⌋ = 0 := by
      rw [Int.floor_eq_iff]
      constructor <;> norm_num <;> linarith
    have f2 : ⌊R⌋ = 1 := by
      rw [Int.floor_eq_iff]
      constructor <;> norm_num <;> linarith
    rw [excess_eq_floor Real.pi_pos one_pos hc (by simp [hardSphere])
      (hardSphere_strictMono (by norm_num) π) h1, e1, e2, f1, f2]
    norm_num
  constructor
  · unfold radiusAverage
    rw [intervalIntegral.integral_congr hcongr, intervalIntegral.integral_const, smul_eq_mul]
    norm_num
  · rw [div_eq_iff hπ]
    unfold hardSphere
    ring

end

end SphereQuantization
```

Take \(a=1/2\) and \(K=\pi\), so that the period is 1. The excess is \(\lfloor R-1/2\rfloor-\lfloor R\rfloor\). For \(1\le R\le5/4\) this is \(0-1=-1\), so the average over that quarter period is \(-1\), whereas \(\delta(K)/\pi=-1/2\). In the proof, `f1` and `f2` evaluate the two floors.

The smallest averaging window, \(m=1\), can be followed completely in this example. The excess is \(-1\) for \(1\le R<3/2\) and \(0\) for \(3/2\le R<2\), which averages to \(-1/2\). At any single radius the excess is a whole number; the fraction appears only in the average.

```lean
#print axioms SphereQuantization.friedel_sum
#print axioms SphereQuantization.hardSphere_mean_excess
#print axioms SphereQuantization.quarter_period_fails
```

```
'SphereQuantization.friedel_sum' depends on axioms: [propext, Classical.choice, Quot.sound]
'SphereQuantization.hardSphere_mean_excess' depends on axioms: [propext, Classical.choice, Quot.sound]
'SphereQuantization.quarter_period_fails' depends on axioms: [propext, Classical.choice, Quot.sound]
```
